# The hole number of N independent valence levels lies between the hole occupation of the highest level and N times that occupation

The theorem `holes_bounds` concerns a finite, non-empty family of non-interacting valence levels with real energies, each filled according to the Fermi function at inverse temperature β > 0 and real chemical potential μ. The hole occupation of a level is one minus its Fermi occupation, and the hole number is the sum of these over the family. The theorem says that this sum is at least the hole occupation of the highest level, and at most that occupation times the number of levels. For the lower bound, the proof picks a level that attains the maximum energy and compares its term with the whole sum, whose terms are all non-negative. For the upper bound, it replaces every term by the hole occupation of the highest level, which is the largest, and then evaluates the resulting constant sum.

As first written in Lean, the proof fails:

```lean
import Mathlib

open Filter Topology

namespace MidgapFermiLevel

noncomputable section

variable {ι κ : Type*} [Fintype ι] [Nonempty ι] [Fintype κ] [Nonempty κ]

/-- Fermi occupation of a level `ε` at inverse temperature `β` and chemical potential `μ`. -/
def fermi (β μ ε : ℝ) : ℝ := 1 / (Real.exp (β * (ε - μ)) + 1)

/-- Number of holes in the valence levels `h`. -/
def holes (β μ : ℝ) (h : κ → ℝ) : ℝ := ∑ j, (1 - fermi β μ (h j))

/-- The highest valence level. -/
def valenceEdge (h : κ → ℝ) : ℝ := Finset.univ.sup' Finset.univ_nonempty h

lemma fermi_pos (β μ ε : ℝ) : 0 < fermi β μ ε := by
  unfold fermi
  positivity

lemma fermi_anti {β μ a b : ℝ} (hβ : 0 < β) (hab : a ≤ b) :
    fermi β μ b ≤ fermi β μ a := by
  unfold fermi
  apply one_div_le_one_div_of_le (by positivity)
  gcongr

/-- Particle-hole symmetry: the hole occupation of a level is the Fermi occupation with
level and chemical potential both reversed in sign. -/
theorem hole_eq_fermi_neg (β μ ε : ℝ) : 1 - fermi β μ ε = fermi β (-μ) (-ε) := by
  unfold fermi
  have hxy : Real.exp (β * (ε - μ)) * Real.exp (β * (-ε - -μ)) = 1 := by
    rw [← Real.exp_add, ← Real.exp_zero]
    congr 1
    ring
  have hx : Real.exp (β * (ε - μ)) + 1 ≠ 0 := by positivity
  have hy : Real.exp (β * (-ε - -μ)) + 1 ≠ 0 := by positivity
  rw [sub_eq_iff_eq_add, div_add_div _ _ hy hx, eq_div_iff (mul_ne_zero hy hx)]
  linear_combination hxy

/-- At positive `β` the hole number lies between the hole occupation of the valence edge and that
occupation times the number of valence levels. -/
theorem holes_bounds {β : ℝ} (hβ : 0 < β) (μ : ℝ) (h : κ → ℝ) :
    1 - fermi β μ (valenceEdge h) ≤ holes β μ h ∧
      holes β μ h ≤ Fintype.card κ * (1 - fermi β μ (valenceEdge h)) := by
  constructor
  · obtain ⟨j, -, hj⟩ := Finset.exists_mem_eq_sup' Finset.univ_nonempty h
    unfold valenceEdge holes
    rw [hj]
    exact Finset.single_le_sum (f := fun j => 1 - fermi β μ (h j))
      (fun j _ => by rw [hole_eq_fermi_neg]; exact (fermi_pos _ _ _).le) (Finset.mem_univ j)
  · calc holes β μ h ≤ ∑ _j : κ, (1 - fermi β μ (valenceEdge h)) :=
          Finset.sum_le_sum fun j _ =>
            sub_le_sub_left (fermi_anti hβ (Finset.le_sup' h (Finset.mem_univ j))) 1
      _ = _ := by simp

end

end MidgapFermiLevel
```

The error:

```
Main.lean:57:15: error: unsolved goals
κ : Type u_2
inst✝¹ : Fintype κ
inst✝ : Nonempty κ
β : ℝ
hβ : 0 < β
μ : ℝ
h : κ → ℝ
⊢ ↑(Fintype.card κ) - ↑(Fintype.card κ) * fermi β μ (valenceEdge h) =
    ↑(Fintype.card κ) * (1 - fermi β μ (valenceEdge h))
```

Cause. The error is in the last step of the upper bound, where a sum of the constant `1 - fermi β μ (valenceEdge h)` over all levels must be shown equal to `Fintype.card κ` times that constant. The goal left by `simp` shows what happened: the sum of differences was split into a difference of sums, and each was evaluated separately. The left side thus became `card - card * fermi`, while the right side stayed as `card * (1 - fermi)`. The two are equal by distributivity, but `simp` did not multiply out the right side, so the goal remained open.

The repair keeps the difference whole. `Finset.sum_const` turns the sum into a natural-number multiple of the constant, `Finset.card_univ` writes the multiplier as `Fintype.card κ`, and `nsmul_eq_mul` turns the multiple into an ordinary product. Both sides are then identical, and `rw` closes the goal by reflexivity.

The mended proof, as a diff:

```diff
@@ -55,5 +55,5 @@
           Finset.sum_le_sum fun j _ =>
             sub_le_sub_left (fermi_anti hβ (Finset.le_sup' h (Finset.mem_univ j))) 1
-      _ = _ := by simp
+      _ = _ := by rw [Finset.sum_const, Finset.card_univ, nsmul_eq_mul]
 
 end
```
